# Lowest Landau level orbitals in the Landau and symmetric gauges

Suppose a code tabulates Landau-gauge orbitals on a grid, and the next step needs them in the symmetric gauge. With lengths in units of the magnetic length and the vector potentials chosen below, the conversion is one multiplication at each grid point (other conventions can reverse the sign of the phase): `psi_sym = exp(0.5j*x*y) * psi_landau`. The problems below show that this phase carries one Hamiltonian to the other, and that it turns each Landau-gauge orbital of the lowest Landau level into an entire function of \(z=x+iy\) times \(e^{-|z|^2/4}\). They concern a single particle in a uniform field, without interactions or disorder.

## Setting

```lean
import Mathlib

open Complex

namespace LandauGaugeDictionary

noncomputable section
```

A wave function is a map `ℝ → ℝ → ℂ`, taking \(x\) and then \(y\). For a vector potential \(A=(A_x,A_y)\), the covariant derivatives are \(D_x=\partial_x+iA_x\) and \(D_y=\partial_y+iA_y\). In Lean, `a` is the relevant component of \(A\).

```lean
/-- The covariant derivative along x, with vector potential component `a`. -/
def covX (a : ℝ → ℝ → ℝ) (f : ℝ → ℝ → ℂ) (x y : ℝ) : ℂ :=
  deriv (fun t => f t y) x + I * (a x y : ℂ) * f x y

/-- The covariant derivative along y, with vector potential component `a`. -/
def covY (a : ℝ → ℝ → ℝ) (f : ℝ → ℝ → ℂ) (x y : ℝ) : ℂ :=
  deriv (fun t => f x t) y + I * (a x y : ℂ) * f x y
```

The Hamiltonian is \(H=-\tfrac12(D_x^2+D_y^2)=\tfrac12(p+A)^2\), where \(p=-i\nabla\). Energies are in units of \(\hbar\omega_c\), with \(\omega_c\) the cyclotron frequency.

```lean
/-- The Hamiltonian of a charged particle in the plane with vector potential `(a, b)`. -/
def hamiltonian (a b : ℝ → ℝ → ℝ) (f : ℝ → ℝ → ℂ) (x y : ℝ) : ℂ :=
  -(1 / 2) * (covX a (covX a f) x y + covY b (covY b f) x y)
```

The Landau gauge has \(A=(y,0)\) and the symmetric gauge has \(A=(y/2,-x/2)\). Both have \(\partial_xA_y-\partial_yA_x=-1\), so they describe the same field.

```lean
/-- The Hamiltonian in the Landau gauge, with vector potential `(y, 0)`. -/
def landauHam : (ℝ → ℝ → ℂ) → ℝ → ℝ → ℂ :=
  hamiltonian (fun _ y => y) (fun _ _ => 0)

/-- The Hamiltonian in the symmetric gauge, with vector potential `(y/2, -x/2)`. -/
def symmetricHam : (ℝ → ℝ → ℂ) → ℝ → ℝ → ℂ :=
  hamiltonian (fun _ y => y / 2) (fun x _ => -x / 2)
```

For real \(k\), the Landau-gauge orbital is
\[
\psi_k(x,y)=e^{ikx-(y+k)^2/2}.
\]
It is not square-integrable over the plane. On a strip of length \(L\) in \(x\), with \(k\) a multiple of \(2\pi/L\), the normalised orbital is \(L^{-1/2}\pi^{-1/4}\psi_k\).

```lean
/-- The Landau-gauge orbital: a plane wave along x times a Gaussian centred at `y = -k`. -/
def landauOrbital (k x y : ℝ) : ℂ :=
  Complex.exp (I * k * x - ((y : ℂ) + k) ^ 2 / 2)
```

The remaining definitions are the phase \(e^{ixy/2}\), the factor \(g_k(z)=e^{ikz-k^2/2+z^2/4}\), and the product \(g_k(z)e^{-|z|^2/4}\).

```lean
/-- The phase `exp(ixy/2)` relating the two gauges. -/
def gaugePhase (x y : ℝ) : ℂ := Complex.exp (I * x * y / 2)

/-- The function `exp(ikz - k²/2 + z²/4)` of the complex coordinate. -/
def entireFactor (k : ℝ) (z : ℂ) : ℂ :=
  Complex.exp (I * k * z - (k : ℂ) ^ 2 / 2 + z ^ 2 / 4)

/-- The function `entireFactor k` of `z = x + iy` times the Gaussian `exp(-|z|²/4)`. -/
def symmetricOrbital (k x y : ℝ) : ℂ :=
  entireFactor k (x + y * I) * Complex.exp (-(‖(x : ℂ) + y * I‖ : ℂ) ^ 2 / 4)
```

## Problems

### (a) The modulus

**Task.** Express \(|z|^2\) in \(x\) and \(y\).

**Solution.** \(|z|^2=(x+iy)(x-iy)=x^2+y^2\). The Lean statement is an equation between complex numbers, so that it can be used inside complex exponents.

```lean
/-- The squared modulus of `x + iy` is `x² + y²`. -/
lemma norm_sq_z (x y : ℝ) : (‖(x : ℂ) + y * I‖ : ℂ) ^ 2 = (x : ℂ) ^ 2 + (y : ℂ) ^ 2 := by
  rw [← Complex.ofReal_pow, Complex.sq_norm, Complex.normSq_add_mul_I]
  simp
```

### (b) Exponential of a quadratic

**Task.** Differentiate \(f(t)=e^{at^2+bt+c}\) for real \(t\) and complex \(a,b,c\).

**Solution.** By the chain rule, \(f'(t)=(2at+b)f(t)\). The proof differentiates the polynomial over \(\mathbb C\), applies the chain rule for the exponential, and restricts to the real line with `comp_ofReal`.

```lean
/-- The derivative along the real line of the exponential of a quadratic polynomial. -/
lemma hasDerivAt_quad {f : ℝ → ℂ} (a b c : ℂ)
    (hf : ∀ t : ℝ, f t = Complex.exp (a * (t : ℂ) ^ 2 + b * t + c)) (x : ℝ) :
    HasDerivAt f ((2 * a * x + b) * f x) x := by
  obtain rfl : f = fun t : ℝ => Complex.exp (a * (t : ℂ) ^ 2 + b * t + c) := funext hf
  have h : HasDerivAt (fun z : ℂ => a * z ^ 2 + b * z + c) (2 * a * x + b) (x : ℂ) := by
    have h1 := ((((hasDerivAt_id' (x : ℂ)).fun_pow 2).const_mul a).fun_add
      ((hasDerivAt_id' (x : ℂ)).const_mul b)).add_const c
    refine h1.congr_deriv ?_
    simp
    ring
  exact (h.cexp.comp_ofReal).congr_deriv (mul_comm _ _)
```

### (c) The \(x\)-derivative of an orbital

**Task.** Find \(\partial_x\psi_k\).

**Solution.** At fixed \(y\) the exponent is linear in \(x\) with slope \(ik\), so \(\partial_x\psi_k=ik\,\psi_k\). This is (b) with \(a=0\) and \(b=ik\).

```lean
/-- The x-derivative of a Landau-gauge orbital is `ik` times the orbital. -/
lemma orbital_x (k x y : ℝ) :
    HasDerivAt (fun t => landauOrbital k t y) (I * k * landauOrbital k x y) x :=
  (hasDerivAt_quad (f := fun t => landauOrbital k t y) 0 (I * k) (-((y : ℂ) + k) ^ 2 / 2)
    (fun t => by unfold landauOrbital; congr 1; ring) x).congr_deriv (by ring)
```

### (d) The \(y\)-derivative of an orbital

**Task.** Find \(\partial_y\psi_k\).

**Solution.** Expanding \(-(y+k)^2/2=-y^2/2-ky-k^2/2\) gives (b) with \(a=-\tfrac12\) and \(b=-k\). Hence \(\partial_y\psi_k=-(y+k)\psi_k\).

```lean
/-- The y-derivative of a Landau-gauge orbital is `-(y + k)` times the orbital. -/
lemma orbital_y (k x y : ℝ) :
    HasDerivAt (fun t => landauOrbital k x t) (-((y : ℂ) + k) * landauOrbital k x y) y :=
  (hasDerivAt_quad (f := fun t => landauOrbital k x t) (-1 / 2) (-k)
    (I * k * x - (k : ℂ) ^ 2 / 2)
    (fun t => by unfold landauOrbital; congr 1; ring) y).congr_deriv (by ring)
```

### (e) Changing gauge along \(x\)

**Task.** Show that the phase turns the Landau-gauge \(D_x\) into the symmetric-gauge one.

**Solution.** If \(f\) is differentiable in \(x\), the product rule gives
\[
\Big(\partial_x+\frac{iy}{2}\Big)\big(e^{ixy/2}f\big)
=e^{ixy/2}\Big(\partial_xf+\frac{iy}{2}f+\frac{iy}{2}f\Big)
=e^{ixy/2}(\partial_x+iy)f .
\]
In the proof, (b) differentiates the phase, `fun_mul` is the product rule, and `ring` collects the terms.

```lean
/-- On functions differentiable in x, multiplication by the gauge phase turns the
Landau-gauge covariant derivative along x
into the symmetric-gauge one. -/
lemma covX_gauge {f : ℝ → ℝ → ℂ} (hf : ∀ y, Differentiable ℝ (fun x => f x y)) :
    covX (fun _ y => y / 2) (fun x y => gaugePhase x y * f x y) =
      fun x y => gaugePhase x y * covX (fun _ y => y) f x y := by
  funext x y
  have hg := hasDerivAt_quad (f := fun t => gaugePhase t y) 0 (I * y / 2) 0
    (fun t => by unfold gaugePhase; congr 1; ring) x
  have h := hg.fun_mul (hf y x).hasDerivAt
  simp only [covX]
  rw [h.deriv]
  push_cast
  ring
```

### (f) Changing gauge along \(y\)

**Task.** Do the same for \(D_y\).

**Solution.** Now the two extra terms cancel:
\[
\Big(\partial_y-\frac{ix}{2}\Big)\big(e^{ixy/2}f\big)
=e^{ixy/2}\Big(\partial_yf+\frac{ix}{2}f-\frac{ix}{2}f\Big)
=e^{ixy/2}\,\partial_yf .
\]

```lean
/-- On functions differentiable in y, multiplication by the gauge phase turns the
Landau-gauge covariant derivative along y
into the symmetric-gauge one. -/
lemma covY_gauge {f : ℝ → ℝ → ℂ} (hf : ∀ x, Differentiable ℝ (fun y => f x y)) :
    covY (fun x _ => -x / 2) (fun x y => gaugePhase x y * f x y) =
      fun x y => gaugePhase x y * covY (fun _ _ => 0) f x y := by
  funext x y
  have hg := hasDerivAt_quad (f := fun t => gaugePhase x t) 0 (I * x / 2) 0
    (fun t => by unfold gaugePhase; congr 1; ring) y
  have h := hg.fun_mul (hf x y).hasDerivAt
  simp only [covY]
  rw [h.deriv]
  push_cast
  ring
```

### (g) Changing gauge in the Hamiltonian

**Task.** Show that \(H_{\rm sym}(e^{ixy/2}f)=e^{ixy/2}H_{\rm L}f\), where the subscripts denote the symmetric and Landau gauges.

**Solution.** Apply (e) to \(f\), then again to \(D_xf\):
\[
D_{x,\rm sym}^2(e^{ixy/2}f)=D_{x,\rm sym}(e^{ixy/2}D_{x,\rm L}f)=e^{ixy/2}D_{x,\rm L}^2f .
\]
Part (f) gives the same for \(y\). Adding the two and multiplying by \(-\tfrac12\) proves the claim.

The second application needs \(D_xf\) and \(D_yf\) to be differentiable. The four hypotheses supply this by requiring \(f\) to be twice differentiable in \(x\) at each fixed \(y\), and in \(y\) at each fixed \(x\). The facts `hx2` and `hy2` record it, and the four rewrites are the four uses of (e) and (f).

```lean
/-- For wave functions twice differentiable in each variable, the gauge phase carries the
Landau-gauge Hamiltonian to the symmetric-gauge Hamiltonian. -/
theorem hamiltonian_gauge {f : ℝ → ℝ → ℂ}
    (hx : ∀ y, Differentiable ℝ (fun x => f x y))
    (hx' : ∀ y, Differentiable ℝ (deriv (fun x => f x y)))
    (hy : ∀ x, Differentiable ℝ (fun y => f x y))
    (hy' : ∀ x, Differentiable ℝ (deriv (fun y => f x y))) (x y : ℝ) :
    symmetricHam (fun x y => gaugePhase x y * f x y) x y =
      gaugePhase x y * landauHam f x y := by
  -- the first covariant derivatives are again differentiable
  have hx2 : ∀ y, Differentiable ℝ (fun x => covX (fun _ y => y) f x y) :=
    fun y => (hx' y).add ((hx y).const_mul (I * (y : ℂ)))
  have hy2 : ∀ x, Differentiable ℝ (fun y => covY (fun _ _ => 0) f x y) :=
    fun x => (hy' x).add ((hy x).const_mul (I * ((0 : ℝ) : ℂ)))
  simp only [symmetricHam, landauHam, hamiltonian]
  rw [covX_gauge hx, covX_gauge hx2, covY_gauge hy, covY_gauge hy2]
  ring
```

### (h) Energy in the Landau gauge

**Task.** Show that \(H_{\rm L}\psi_k=\tfrac12\psi_k\).

**Solution.** From (c) and (d), \(D_x\psi_k=i(k+y)\psi_k\) and \(D_y\psi_k=-(y+k)\psi_k\). Differentiating again,
\[
D_x^2\psi_k=-(k+y)^2\psi_k,\qquad D_y^2\psi_k=\big[(y+k)^2-1\big]\psi_k .
\]
The sum is \(-\psi_k\), so the energy is \(\tfrac12\) for every \(k\). The first derivatives are `e1` and `e2`; the last line of the proof uses \(i^2=-1\) to cancel the quadratic terms.

The theorem is the pointwise eigenvalue equation. That \(\tfrac12\) is the bottom of the spectrum is a separate matter.

```lean
/-- Every Landau-gauge orbital satisfies the stationary Schrödinger equation with
energy 1/2. -/
theorem landauOrbital_energy (k x y : ℝ) :
    landauHam (landauOrbital k) x y = 1 / 2 * landauOrbital k x y := by
  have e1 : covX (fun _ y => y) (landauOrbital k) =
      fun (x y : ℝ) => I * ((k : ℂ) + (y : ℂ)) * landauOrbital k x y := by
    funext x y
    simp only [covX]
    rw [(orbital_x k x y).deriv]
    ring
  have e2 : covY (fun _ _ => 0) (landauOrbital k) =
      fun (x y : ℝ) => -((y : ℂ) + (k : ℂ)) * landauOrbital k x y := by
    funext x y
    simp only [covY, Complex.ofReal_zero]
    rw [(orbital_y k x y).deriv]
    ring
  have hl : HasDerivAt (fun t : ℝ => -((t : ℂ) + k)) (-1) y :=
    ((hasDerivAt_id' (y : ℂ)).add_const (k : ℂ)).fun_neg.comp_ofReal
  simp only [landauHam, hamiltonian]
  rw [e1, e2]
  simp only [covX, covY, Complex.ofReal_zero]
  rw [((orbital_x k x y).const_mul (I * ((k : ℂ) + y))).deriv,
    (hl.fun_mul (orbital_y k x y)).deriv]
  linear_combination (-(1 / 2) * ((k : ℂ) + y) ^ 2 * landauOrbital k x y) * Complex.I_sq
```

### (i) The dictionary

**Task.** Show that \(e^{ixy/2}\psi_k=g_k(z)e^{-|z|^2/4}\) with \(g_k\) entire.

**Solution.** Since \(ikz=ikx-ky\) and
\[
\frac{z^2-|z|^2}{4}=\frac{ixy}{2}-\frac{y^2}{2},
\]
the exponent on the right is
\[
ikx-ky-\frac{k^2}{2}-\frac{y^2}{2}+\frac{ixy}{2}=ikx-\frac{(y+k)^2}{2}+\frac{ixy}{2},
\]
which is the exponent on the left. The function \(g_k\) is entire because it is the exponential of a polynomial in \(z\); Lean states this as `Differentiable ℂ (entireFactor k)`, complex differentiability at every point. The proof merges the exponentials and compares exponents, as above.

```lean
/-- Gauge dictionary: the gauge phase times a Landau-gauge orbital is an entire function of
`z = x + iy` times the Gaussian `exp(-|z|²/4)`. -/
theorem gauge_dictionary (k : ℝ) :
    Differentiable ℂ (entireFactor k) ∧
      ∀ x y : ℝ, gaugePhase x y * landauOrbital k x y =
        entireFactor k (x + y * I) * Complex.exp (-(‖(x : ℂ) + y * I‖ : ℂ) ^ 2 / 4) := by
  refine ⟨by unfold entireFactor; fun_prop, fun x y => ?_⟩
  rw [norm_sq_z]
  unfold gaugePhase landauOrbital entireFactor
  rw [← Complex.exp_add, ← Complex.exp_add]
  congr 1
  linear_combination (-((k : ℂ) * y + (y : ℂ) ^ 2 / 4)) * Complex.I_sq
```

### (j) Energy in the symmetric gauge

**Task.** Show that \(g_k(z)e^{-|z|^2/4}\) has energy \(\tfrac12\) under \(H_{\rm sym}\).

**Solution.** By (i), (g) and (h) in turn,
\[
H_{\rm sym}(e^{ixy/2}\psi_k)=e^{ixy/2}H_{\rm L}\psi_k=\tfrac12e^{ixy/2}\psi_k .
\]
Most of the Lean proof checks the differentiability hypotheses of (g), using the explicit derivatives from (c) and (d).

```lean
/-- The orbital `exp(ikz - k²/2 + z²/4) exp(-|z|²/4)` satisfies the symmetric-gauge
Schrödinger equation with energy 1/2. -/
theorem symmetricOrbital_energy (k x y : ℝ) :
    symmetricHam (symmetricOrbital k) x y = 1 / 2 * symmetricOrbital k x y := by
  have e : symmetricOrbital k = fun x y => gaugePhase x y * landauOrbital k x y := by
    funext x y
    exact ((gauge_dictionary k).2 x y).symm
  have hx : ∀ y, Differentiable ℝ (fun x => landauOrbital k x y) :=
    fun y x => (orbital_x k x y).differentiableAt
  have hy : ∀ x, Differentiable ℝ (fun y => landauOrbital k x y) :=
    fun x y => (orbital_y k x y).differentiableAt
  have hx' : ∀ y, Differentiable ℝ (deriv (fun x => landauOrbital k x y)) := by
    intro y
    rw [funext fun x => (orbital_x k x y).deriv]
    exact (hx y).const_mul _
  have hy' : ∀ x, Differentiable ℝ (deriv (fun y => landauOrbital k x y)) := by
    intro x
    rw [funext fun y => (orbital_y k x y).deriv]
    have hl : Differentiable ℝ (fun t : ℝ => -((t : ℂ) + k)) := fun t =>
      (((hasDerivAt_id' (t : ℂ)).add_const (k : ℂ)).fun_neg.comp_ofReal).differentiableAt
    exact hl.mul (hy x)
  rw [e, hamiltonian_gauge hx hx' hy hy', landauOrbital_energy]
  ring
```

### (k) Superposing the orbitals

**Task.** For complex \(w\), evaluate \(\int_{-\infty}^{\infty}e^{-k^2/2+wk}\psi_k\,dk\).

**Solution.** As \(ix-y=iz\), the total exponent is \(-k^2+(w+iz)k-y^2/2\). Completing the square gives
\[
\sqrt\pi\,\exp\Big(\frac{(w+iz)^2}{4}-\frac{y^2}{2}\Big).
\]
Expand the square and use \(-z^2/4-y^2/2=-|z|^2/4-ixy/2\):
\[
\int_{-\infty}^{\infty}e^{-k^2/2+wk}\psi_k\,dk=\sqrt\pi\,e^{-ixy/2}\,e^{w^2/4+iwz/2}\,e^{-|z|^2/4}.
\]
In Lean, `e` collects the exponent, `integral_cexp_quadratic` is the complex Gaussian integral, and `hs` identifies its prefactor as \(\sqrt\pi\). Lean assigns the value zero to a divergent integral, but the right-hand side here is never zero, so the integral does converge.

```lean
/-- Superposing Landau-gauge orbitals with weight `exp(-k²/2 + wk)`, for complex `w`, gives
the inverse gauge phase times `√π exp(w²/4 + iwz/2) exp(-|z|²/4)`. -/
theorem orbital_superposition (w : ℂ) (x y : ℝ) :
    ∫ k : ℝ, Complex.exp (-(k : ℂ) ^ 2 / 2 + w * k) * landauOrbital k x y =
      (Real.sqrt Real.pi : ℂ) * Complex.exp (-(I * x * y / 2)) *
        (Complex.exp (w ^ 2 / 4 + I * w * (x + y * I) / 2) *
          Complex.exp (-(‖(x : ℂ) + y * I‖ : ℂ) ^ 2 / 4)) := by
  -- collect the exponent as a quadratic polynomial in k
  have e : (fun k : ℝ => Complex.exp (-(k : ℂ) ^ 2 / 2 + w * k) * landauOrbital k x y) =
      fun k : ℝ => Complex.exp ((-1) * (k : ℂ) ^ 2 + (w + I * x - y) * k
        + (-(y : ℂ) ^ 2 / 2)) := by
    funext k
    unfold landauOrbital
    rw [← Complex.exp_add]
    congr 1
    ring
  have hs : ((Real.pi : ℂ) / -(-1)) ^ (1 / 2 : ℂ) = (Real.sqrt Real.pi : ℂ) := by
    rw [neg_neg, div_one, Real.sqrt_eq_rpow, Complex.ofReal_cpow Real.pi_pos.le]
    norm_num
  rw [e, integral_cexp_quadratic (by simp), hs, norm_sq_z, mul_assoc,
    ← Complex.exp_add, ← Complex.exp_add]
  congr 2
  linear_combination ((x : ℂ) ^ 2 / 4 - w * y / 2) * Complex.I_sq
```

### (l) The Gaussian

**Task.** Recover the symmetric-gauge Gaussian from the Landau-gauge orbitals.

**Solution.** Set \(w=0\) in (k) and use (a):
\[
\int_{-\infty}^{\infty}e^{-k^2/2}\psi_k\,dk=\sqrt\pi\,e^{-ixy/2}\,e^{-(x^2+y^2)/4}.
\]
The result is still in the Landau gauge; multiplying by \(e^{ixy/2}\) leaves \(\sqrt\pi\,e^{-(x^2+y^2)/4}\), and dividing that by \(\pi\sqrt2\) normalises it.

In a code, the integral becomes \(\Delta k\) times a sum over \(k=n\,\Delta k\) with integer \(n\). Every term then has period \(2\pi/\Delta k\) in \(x\), so the sum can represent the Gaussian only for \(|x|<\pi/\Delta k\). The integrand has modulus \(e^{-(k+y/2)^2-y^2/4}\), so the range of \(k\) must extend a few units beyond \(-y/2\) on both sides for every \(y\) of interest. These two estimates are practical guidance, not part of the Lean theorem.

```lean
/-- The superposition of Landau-gauge orbitals with weight `exp(-k²/2)` is
`√π exp(-ixy/2) exp(-(x² + y²)/4)`. -/
theorem gaussian_from_orbitals (x y : ℝ) :
    ∫ k : ℝ, Complex.exp (-(k : ℂ) ^ 2 / 2) * landauOrbital k x y =
      (Real.sqrt Real.pi : ℂ) * Complex.exp (-(I * x * y / 2)) *
        Complex.exp (-((x : ℂ) ^ 2 + (y : ℂ) ^ 2) / 4) := by
  have h := orbital_superposition 0 x y
  rw [norm_sq_z] at h
  simpa using h

end

end LandauGaugeDictionary
```

```lean
#print axioms LandauGaugeDictionary.symmetricOrbital_energy
-- 'LandauGaugeDictionary.symmetricOrbital_energy' depends on axioms: [propext, Classical.choice, Quot.sound]
#print axioms LandauGaugeDictionary.gaussian_from_orbitals
-- 'LandauGaugeDictionary.gaussian_from_orbitals' depends on axioms: [propext, Classical.choice, Quot.sound]
```
